# For commuting projectors, \(PQ\) projects onto the intersection of the ranges and \(P+Q-PQ\) onto their sum

Take two projectors on a plane: \(P\) onto the direction \((1,0)\) and \(Q\) onto the direction \((1,1)/\sqrt2\), both orthogonal. Apply \(Q\) and then \(P\) to the vector \((1,0)\), and the result is \((1/2,0)\). Apply the same pair again and it becomes \((1/4,0)\). The product of two projectors is here not a projector: each repetition shortens the vector further, whereas a projector onto the intersection of the two ranges, which contains only the zero vector, would give zero at once. The combination \(P+Q-PQ\) can also fail to be a projector, as part (h) shows. Both defects disappear when \(PQ=QP\).

In quantum mechanics commuting Hermitian projectors \(P\) and \(Q\) stand for two compatible yes-no properties. The product then projects onto the state vectors that have both properties with certainty, a statement made here for bare linear maps, without an inner product or measurement probabilities.

## Setting and notation

Let \(R\) be a ring, not necessarily commutative, and \(M\) a module over it; a complex vector space of any dimension is the case \(R=\mathbb C\). A projector is a linear map \(P:M\to M\) with \(P^2=P\). It need not be Hermitian, so oblique projectors are included. Such a map is determined by its range and its kernel together, because \(x=Px+(x-Px)\) splits every vector into a part in the range and a part in the kernel.

In Lean, linear maps from \(M\) to itself are elements of `Module.End R M`, where `*` is composition, so `P * Q` applies \(Q\) first. The projector condition is the hypothesis `P * P = P`. The combination \(p+q-pq\) makes sense in any ring and is called `join`; the same definition serves for maps and for matrices.

```lean
import Mathlib

open Matrix

namespace CommutingProjectors

/-- The combination `p + q - p q` of two elements of a ring. -/
def join {A : Type*} [Ring A] (p q : A) : A := p + q - p * q
```

## (a) The product of commuting idempotents

**Task.** Let \(p,q\) be elements of a ring with \(p^2=p\), \(q^2=q\) and \(pq=qp\). Show that \((pq)^2=pq\).

**Solution.** Exchange the two inner factors:
\[
pq\,pq=p(qp)q=p(pq)q=(pp)(qq)=pq .
\]
The `calc` block has the same four steps. The rewriting with `hc` is the exchange, and it is the only use of commutation.

```lean
/-- The product of two commuting idempotents is idempotent. -/
theorem product_idempotent {A : Type*} [Ring A] {p q : A}
    (hp : p * p = p) (hq : q * q = q) (hc : p * q = q * p) :
    (p * q) * (p * q) = p * q := by
  calc (p * q) * (p * q) = p * (q * p) * q := by simp only [mul_assoc]
    _ = p * (p * q) * q := by rw [hc]
    _ = (p * p) * (q * q) := by simp only [mul_assoc]
    _ = p * q := by rw [hp, hq]
```

## (b) The join of commuting idempotents

**Task.** Under the same assumptions, show that \(p+q-pq\) is idempotent.

**Solution.** Expanding the product of the complements gives
\[
(1-p)(1-q)=1-p-q+pq,\qquad\text{so}\qquad p+q-pq=1-(1-p)(1-q).
\]
The complements are idempotent, since \((1-p)^2=1-2p+p^2=1-p\) and likewise for \(q\). They also commute, because \(p\) and \(q\) do. By part (a), \(e=(1-p)(1-q)\) is idempotent, and therefore so is its complement:
\[
(1-e)^2=1-2e+e^2=1-e .
\]
In the proof, `hp'`, `hq'` and `hc'` are the three facts about the complements, and `hj` is the rewritten join. The `generalize` step introduces the letter \(e\), after which only the last display remains.

```lean
/-- For commuting idempotents `p` and `q`, the combination `p + q - p q` is idempotent. -/
theorem join_idempotent {A : Type*} [Ring A] {p q : A}
    (hp : p * p = p) (hq : q * q = q) (hc : p * q = q * p) :
    join p q * join p q = join p q := by
  -- the complements are commuting idempotents too
  have hp' : (1 - p) * (1 - p) = 1 - p := by
    simp only [mul_sub, sub_mul, one_mul, mul_one, hp]
    abel
  have hq' : (1 - q) * (1 - q) = 1 - q := by
    simp only [mul_sub, sub_mul, one_mul, mul_one, hq]
    abel
  have hc' : (1 - p) * (1 - q) = (1 - q) * (1 - p) := by
    simp only [mul_sub, sub_mul, one_mul, mul_one, hc]
    abel
  have he := product_idempotent hp' hq' hc'
  -- the join is the complement of the product of complements
  have hj : join p q = 1 - (1 - p) * (1 - q) := by
    unfold join
    noncomm_ring
  rw [hj]
  generalize (1 - p) * (1 - q) = e at he
  simp only [mul_sub, sub_mul, one_mul, mul_one, he]
  abel
```

## (c) The range consists of the fixed vectors

**Task.** Let \(P\) be a projector on \(M\). Show that \(x\) lies in the range of \(P\) exactly when \(Px=x\).

**Solution.** If \(x=Py\), then \(Px=P^2y=Py=x\). Conversely, \(x=Px\) exhibits \(x\) as the image of a vector, namely of itself. The two bullets of the proof are these two directions.

```lean
section Maps

variable {R M : Type*} [Ring R] [AddCommGroup M] [Module R M]

/-- A vector lies in the range of a projector exactly when the projector leaves it unchanged. -/
theorem mem_range_iff_fixed {P : Module.End R M} (hP : P * P = P) (x : M) :
    x ∈ LinearMap.range P ↔ P x = x := by
  constructor
  · rintro ⟨y, rfl⟩
    exact LinearMap.congr_fun hP y
  · intro h
    exact ⟨x, h⟩
```

## (d) Range and kernel of the product

**Task.** Let \(P\) and \(Q\) be commuting projectors. Show that \(PQ\) is a projector with
\[
\operatorname{ran}(PQ)=\operatorname{ran}P\cap\operatorname{ran}Q,\qquad
\ker(PQ)=\ker P+\ker Q .
\]

**Solution.** Idempotency is part (a).

For the range, \(PQy=P(Qy)=Q(Py)\) lies in both ranges. If \(x\) lies in both ranges, part (c) gives \(Px=x\) and \(Qx=x\), so \(PQx=x\), and \(x\) is in the range of the product.

For the kernel, suppose \(PQx=0\) and write
\[
x=Qx+(x-Qx).
\]
The first term is killed by \(P\) by assumption. The second is killed by \(Q\), since \(Qx-Q^2x=0\). Conversely, if \(Px=0\) then \(PQx=QPx=0\), and if \(Qx=0\) then \(PQx=0\) at once.

In Lean, `⊓` is the intersection of submodules and `⊔` is their sum, which is in general larger than the set-theoretic union. Each equality is split by `le_antisymm` into two inclusions, in the order used above.

```lean
/-- For commuting projectors, `P Q` is a projector; its range is the intersection of the
ranges and its kernel is the sum of the kernels. -/
theorem product_projector {P Q : Module.End R M}
    (hP : P * P = P) (hQ : Q * Q = Q) (hc : P * Q = Q * P) :
    (P * Q) * (P * Q) = P * Q ∧
    LinearMap.range (P * Q) = LinearMap.range P ⊓ LinearMap.range Q ∧
    LinearMap.ker (P * Q) = LinearMap.ker P ⊔ LinearMap.ker Q := by
  have hQx : ∀ x, Q (Q x) = Q x := fun x => LinearMap.congr_fun hQ x
  have hcx : ∀ x, P (Q x) = Q (P x) := fun x => LinearMap.congr_fun hc x
  refine ⟨product_idempotent hP hQ hc, ?_, ?_⟩
  · apply le_antisymm
    · rintro _ ⟨y, rfl⟩
      exact Submodule.mem_inf.2 ⟨⟨Q y, rfl⟩, ⟨P y, (hcx y).symm⟩⟩
    · intro x hx
      obtain ⟨h1, h2⟩ := Submodule.mem_inf.1 hx
      rw [mem_range_iff_fixed hP] at h1
      rw [mem_range_iff_fixed hQ] at h2
      refine ⟨x, ?_⟩
      change P (Q x) = x
      rw [h2, h1]
  · apply le_antisymm
    · -- split x into Q x, killed by P, and x - Q x, killed by Q
      intro x hx
      have h : P (Q x) = 0 := hx
      refine Submodule.mem_sup.2 ⟨Q x, h, x - Q x, ?_, by abel⟩
      rw [LinearMap.mem_ker, map_sub, hQx, sub_self]
    · refine sup_le ?_ ?_
      · intro x hx
        have h : P x = 0 := hx
        change P (Q x) = 0
        rw [hcx, h, map_zero]
      · intro x hx
        have h : Q x = 0 := hx
        change P (Q x) = 0
        rw [h, map_zero]
```

## (e) Range and kernel of the join

**Task.** For the same \(P\) and \(Q\), let \(J=P+Q-PQ\). Show that \(J\) is a projector with
\[
\operatorname{ran}J=\operatorname{ran}P+\operatorname{ran}Q,\qquad
\ker J=\ker P\cap\ker Q .
\]

**Solution.** Idempotency is part (b).

For the range, regroup the terms:
\[
Jy=P(y-Qy)+Qy ,
\]
which is a vector of \(\operatorname{ran}P\) plus a vector of \(\operatorname{ran}Q\). In the other direction, \(J\) fixes each range:
\[
J(Py)=Py+QPy-PQPy=Py,\qquad J(Qy)=PQy+Qy-PQy=Qy .
\]
The first equation uses \(PQPy=QP^2y=QPy\). Since \(\operatorname{ran}J\) is a subspace containing both ranges, it contains their sum.

For the kernel, let \(Px+Qx-PQx=0\). Applying \(P\) gives \(Px+PQx-PQx=Px=0\). Then \(PQx=QPx=0\) as well, and the original equation reduces to \(Qx=0\). If both \(Px\) and \(Qx\) vanish, so does \(Jx\). In the proof, `h1` and `h2` are the two conclusions \(Px=0\) and \(Qx=0\).

**A numerical instance.** Two oblique projectors on \(\mathbb R^3\), acting on column vectors, are
\[
P=\begin{pmatrix}1&-1&0\\0&0&0\\0&0&1\end{pmatrix},\qquad
Q=\begin{pmatrix}0&1&0\\0&1&0\\0&0&1\end{pmatrix}.
\]
Multiplication in either order gives \(PQ=QP=\operatorname{diag}(0,0,1)\). The range of \(P\) is spanned by \((1,0,0)\) and \((0,0,1)\), that of \(Q\) by \((1,1,0)\) and \((0,0,1)\). Their intersection is the third axis, as the product says. Their sum is the whole space, and indeed \(P+Q-PQ=1\).

**In a program.** The regrouped formula applies the join with one call to each projector: compute \(u=Qy\), then return \(u+P(y-u)\). Neither the matrix of \(J\) nor a basis of the combined subspace is needed.

```lean
/-- For commuting projectors, `P + Q - P Q` is a projector; its range is the sum of the
ranges and its kernel is the intersection of the kernels. -/
theorem join_projector {P Q : Module.End R M}
    (hP : P * P = P) (hQ : Q * Q = Q) (hc : P * Q = Q * P) :
    join P Q * join P Q = join P Q ∧
    LinearMap.range (join P Q) = LinearMap.range P ⊔ LinearMap.range Q ∧
    LinearMap.ker (join P Q) = LinearMap.ker P ⊓ LinearMap.ker Q := by
  have hPx : ∀ x, P (P x) = P x := fun x => LinearMap.congr_fun hP x
  have hQx : ∀ x, Q (Q x) = Q x := fun x => LinearMap.congr_fun hQ x
  have hcx : ∀ x, P (Q x) = Q (P x) := fun x => LinearMap.congr_fun hc x
  refine ⟨join_idempotent hP hQ hc, ?_, ?_⟩
  · apply le_antisymm
    · rintro _ ⟨y, rfl⟩
      refine Submodule.mem_sup.2 ⟨P (y - Q y), ⟨_, rfl⟩, Q y, ⟨_, rfl⟩, ?_⟩
      change P (y - Q y) + Q y = P y + Q y - P (Q y)
      rw [map_sub]
      abel
    · -- the join fixes every vector of either range
      refine sup_le ?_ ?_
      · rintro _ ⟨y, rfl⟩
        refine ⟨P y, ?_⟩
        change P (P y) + Q (P y) - P (Q (P y)) = P y
        rw [hcx (P y), hPx y]
        abel
      · rintro _ ⟨y, rfl⟩
        refine ⟨Q y, ?_⟩
        change P (Q y) + Q (Q y) - P (Q (Q y)) = Q y
        rw [hQx y]
        abel
  · apply le_antisymm
    · intro x hx
      have h : P x + Q x - P (Q x) = 0 := hx
      -- applying P isolates P x
      have h1 : P x = 0 := by
        have h' := congrArg P h
        rw [map_sub, map_add, hPx, hPx, map_zero, add_sub_cancel_right] at h'
        exact h'
      have h2 : Q x = 0 := by
        rw [hcx, h1, map_zero, zero_add, sub_zero] at h
        exact h
      exact Submodule.mem_inf.2 ⟨h1, h2⟩
    · intro x hx
      obtain ⟨h1, h2⟩ := Submodule.mem_inf.1 hx
      rw [LinearMap.mem_ker] at h1 h2
      change P x + Q x - P (Q x) = 0
      rw [h1, h2, map_zero, add_zero, sub_zero]
```

## (f) When a linear map commutes with a projector

**Task.** Let \(Q\) be a projector and \(T\) any linear map on \(M\). Show that \(TQ=QT\) exactly when \(T\) maps \(\operatorname{ran}Q\) into itself and \(\ker Q\) into itself.

**Solution.** Suppose \(TQ=QT\). Then \(T(Qy)=Q(Ty)\) lies in the range of \(Q\), and \(Qx=0\) implies \(Q(Tx)=T(Qx)=0\).

Now suppose that both subspaces are preserved. For any \(x\), the vector \(TQx\) lies in \(\operatorname{ran}Q\) and is therefore fixed by \(Q\), while \(x-Qx\) lies in \(\ker Q\) and stays there under \(T\):
\[
QTQx=TQx,\qquad QT(x-Qx)=0 .
\]
The second equation says \(QTx=QTQx\), and with the first this gives \(QTx=TQx\). These two equations are `h1` and `h2` in the proof.

With \(T=P\), this is a test for the commutation assumed in parts (d) and (e). With \(T\) a Hamiltonian on a finite-dimensional state space and \(Q\) the orthogonal projector onto a symmetry sector, it says that commutation means block-diagonal form in any orthonormal basis whose vectors each lie either in the sector or in the kernel of \(Q\): no matrix elements connect the two groups of basis vectors, in either direction. In a basis that is not adapted to \(Q\) in this way, the blocks need not be visible.

```lean
/-- A linear map commutes with a projector exactly when it maps the range of the projector
into itself and the kernel of the projector into itself. -/
theorem commute_iff_invariant {Q : Module.End R M} (hQ : Q * Q = Q) (T : Module.End R M) :
    T * Q = Q * T ↔
      (∀ x ∈ LinearMap.range Q, T x ∈ LinearMap.range Q) ∧
      (∀ x ∈ LinearMap.ker Q, T x ∈ LinearMap.ker Q) := by
  have hQx : ∀ x, Q (Q x) = Q x := fun x => LinearMap.congr_fun hQ x
  constructor
  · intro h
    have hx : ∀ x, T (Q x) = Q (T x) := fun x => LinearMap.congr_fun h x
    refine ⟨?_, ?_⟩
    · rintro _ ⟨y, rfl⟩
      exact ⟨T y, (hx y).symm⟩
    · intro x hk
      rw [LinearMap.mem_ker] at hk ⊢
      rw [← hx, hk, map_zero]
  · rintro ⟨hr, hk⟩
    refine LinearMap.ext fun x => ?_
    have h1 : Q (T (Q x)) = T (Q x) := (mem_range_iff_fixed hQ _).1 (hr _ ⟨x, rfl⟩)
    have h2 : Q (T (x - Q x)) = 0 :=
      hk _ (by rw [LinearMap.mem_ker, map_sub, hQx, sub_self])
    rw [map_sub, map_sub, sub_eq_zero] at h2
    exact (h2.trans h1).symm

end Maps
```

## (g) Sets of basis states

**Task.** Let \(\iota\) be a set of labels for basis states, and let \(f\) assign a complex amplitude \(f_i\) to each \(i\in\iota\). For a finite set \(s\subseteq\iota\), let \(K_s\) keep the amplitudes in \(s\) and set the others to zero. Show that \(K_s\) and \(K_t\) are commuting projectors, that their product is \(K_{s\cap t}\), and that their join is \(K_{s\cup t}\).

In Lean \(K_s\) is `keep s`. The label set may be infinite, in which case the space contains all amplitude functions, including those that cannot be normalised.

```lean
/-- The map that keeps the amplitudes on the basis states in `s` and sets the others to zero. -/
def keep {ι : Type*} [DecidableEq ι] (s : Finset ι) : Module.End ℂ (ι → ℂ) where
  toFun f i := if i ∈ s then f i else 0
  map_add' f g := by
    funext i
    by_cases h : i ∈ s <;> simp [h]
  map_smul' c f := by
    funext i
    by_cases h : i ∈ s <;> simp [h]
```

**Solution.** An amplitude survives \(K_sK_t\) exactly when its label is in both sets, so \(K_sK_t=K_{s\cap t}\). Taking \(t=s\) gives idempotency, and \(s\cap t=t\cap s\) gives commutation.

For the join, let \(\alpha\) be 1 if \(i\in s\) and 0 otherwise, and let \(\beta\) be the same for \(t\). The amplitude \(f_i\) is multiplied by \(\alpha+\beta-\alpha\beta\), which is 0 when \(\alpha=\beta=0\) and 1 in the other three cases. This is membership in \(s\cup t\). The `by_cases` lines of the proof run through the same four cases.

In a program that stores a state as an array of amplitudes, \(K_s\) is a Boolean mask. The product is then the logical "and" of two masks, and the join is their logical "or".

```lean
/-- The maps `keep s` and `keep t` are commuting projectors; their product keeps the states in
`s ∩ t`, and their join keeps the states in `s ∪ t`. -/
theorem keep_witness {ι : Type*} [DecidableEq ι] (s t : Finset ι) :
    keep s * keep s = keep s ∧ keep t * keep t = keep t ∧
    keep s * keep t = keep t * keep s ∧
    keep s * keep t = keep (s ∩ t) ∧ join (keep s) (keep t) = keep (s ∪ t) := by
  have hmul : ∀ a b : Finset ι, keep a * keep b = keep (a ∩ b) := by
    intro a b
    refine LinearMap.ext fun f => funext fun i => ?_
    change (if i ∈ a then (if i ∈ b then f i else 0) else 0) = if i ∈ a ∩ b then f i else 0
    by_cases ha : i ∈ a <;> by_cases hb : i ∈ b <;> simp [ha, hb]
  refine ⟨by rw [hmul, Finset.inter_self], by rw [hmul, Finset.inter_self],
    by rw [hmul, hmul, Finset.inter_comm], hmul s t, ?_⟩
  refine LinearMap.ext fun f => funext fun i => ?_
  change (if i ∈ s then f i else 0) + (if i ∈ t then f i else 0)
    - (if i ∈ s then (if i ∈ t then f i else 0) else 0) = if i ∈ s ∪ t then f i else 0
  by_cases hs : i ∈ s <;> by_cases ht : i ∈ t <;> simp [hs, ht]
```

## (h) A vanishing product does not suffice

**Task.** Find two real \(2\times2\) idempotent matrices with \(PQ=0\) for which \(P+Q-PQ\) is not idempotent.

**Solution.** Take
\[
P=\begin{pmatrix}1&0\\0&0\end{pmatrix},\qquad
Q=\begin{pmatrix}0&0\\1&1\end{pmatrix}.
\]
Both square to themselves, and \(PQ=0\). The join is therefore \(P+Q\), and
\[
P+Q=\begin{pmatrix}1&0\\1&1\end{pmatrix},\qquad
(P+Q)^2=\begin{pmatrix}1&0\\2&1\end{pmatrix}.
\]
The lower left entries differ. The cause is the other order of the product, since \(QP\) has a 1 in that position. For Hermitian projectors this could not happen, because the adjoint of \(PQ=0\) is \(QP=0\); the matrix \(Q\) above is oblique.

Lean counts rows and columns from 0, so `h10` compares the entries in row 1, column 0, and reaches the contradiction \(2=1\).

```lean
/-- Two real idempotent matrices whose product `P Q` vanishes, while `P + Q - P Q` is not
idempotent. -/
theorem join_fails_without_commutation :
    let P : Matrix (Fin 2) (Fin 2) ℝ := !![1, 0; 0, 0]
    let Q : Matrix (Fin 2) (Fin 2) ℝ := !![0, 0; 1, 1]
    P * P = P ∧ Q * Q = Q ∧ P * Q = 0 ∧ join P Q * join P Q ≠ join P Q := by
  intro P Q
  refine ⟨?_, ?_, ?_, ?_⟩
  · ext i j
    fin_cases i <;> fin_cases j <;> simp [P, Matrix.mul_apply, Fin.sum_univ_succ]
  · ext i j
    fin_cases i <;> fin_cases j <;> simp [Q, Matrix.mul_apply, Fin.sum_univ_succ]
  · ext i j
    fin_cases i <;> fin_cases j <;> simp [P, Q, Matrix.mul_apply, Fin.sum_univ_succ]
  · intro h
    -- the lower left entry would give 2 = 1
    have h10 := congrFun (congrFun h 1) 0
    norm_num [join, P, Q, Matrix.mul_apply, Fin.sum_univ_succ] at h10

end CommutingProjectors
```

```lean
#print axioms CommutingProjectors.product_projector
#print axioms CommutingProjectors.join_projector
#print axioms CommutingProjectors.commute_iff_invariant
#print axioms CommutingProjectors.join_fails_without_commutation
```

```
'CommutingProjectors.product_projector' depends on axioms: [propext, Classical.choice, Quot.sound]
'CommutingProjectors.join_projector' depends on axioms: [propext, Classical.choice, Quot.sound]
'CommutingProjectors.commute_iff_invariant' depends on axioms: [propext, Classical.choice, Quot.sound]
'CommutingProjectors.join_fails_without_commutation' depends on axioms: [propext, Classical.choice, Quot.sound]
```
